# Determinant of a finite diagonal Hamiltonian with one zero level and a separable coupling

Take a finite matrix with levels `a j` on its diagonal, one of them, `a i`, equal to zero, and add the separable coupling `u vᵀ`. The lemma says that the determinant of the sum is `u i * v i` times the product of all the other levels. The entries lie in any commutative ring, and `u` and `v` are arbitrary vectors, neither normalised nor related to each other. The proof writes the sum as a product of three matrices: the identity with column `i` replaced by `u`, the diagonal matrix with its zero entry changed to 1, and the transpose of the identity with column `i` replaced by `v`. The determinants of the three factors then multiply to the stated result.

As first written in Lean, the proof fails:

```lean
import Mathlib

open Matrix Polynomial

namespace LoewnerRankOne

variable {n R K : Type*} [Fintype n] [DecidableEq n] [CommRing R] [Field K]

/-- If the diagonal entry `a i` vanishes, the determinant of `diag(a) + u vᵀ` is
`u i * v i` times the product of the other diagonal entries. -/
theorem det_diagonal_add_vecMulVec (a u v : n → R) (i : n) (ha : a i = 0) :
    (Matrix.diagonal a + Matrix.vecMulVec u v).det
      = u i * v i * ∏ j ∈ Finset.univ.erase i, a j := by
  -- the identity with column `i` replaced by `w` has determinant `w i`
  have hL : ∀ w : n → R, ((1 : Matrix n n R).updateCol i w).det = w i := by
    intro w
    have h := Matrix.cramer_apply (1 : Matrix n n R) w i
    rw [Matrix.cramer_one] at h
    exact h.symm
  -- factorisation into two such matrices and a diagonal one
  have hfac : Matrix.diagonal a + Matrix.vecMulVec u v
      = (1 : Matrix n n R).updateCol i u * Matrix.diagonal (Function.update a i 1)
        * ((1 : Matrix n n R).updateCol i v)ᵀ := by
    ext j k
    have hs : ∑ m ∈ Finset.univ.erase i, (1 : Matrix n n R).updateCol i u j m
        * Function.update a i 1 m * (1 : Matrix n n R).updateCol i v k m
        = Matrix.diagonal a j k := by
      calc _ = ∑ m ∈ Finset.univ.erase i,
              (1 : Matrix n n R) j m * a m * (1 : Matrix n n R) k m :=
            Finset.sum_congr rfl fun m hm => by
              have hm' := Finset.ne_of_mem_erase hm
              simp [Matrix.updateCol_apply, hm']
        _ = ∑ m, (1 : Matrix n n R) j m * a m * (1 : Matrix n n R) k m :=
            Finset.sum_erase _ (by simp [ha])
        _ = Matrix.diagonal a j k := by
            have h : ((1 : Matrix n n R) * Matrix.diagonal a * (1 : Matrix n n R)ᵀ) j k
                = Matrix.diagonal a j k := by simp
            rw [Matrix.mul_apply] at h
            simpa only [Matrix.mul_diagonal, Matrix.transpose_apply] using h
    rw [Matrix.mul_apply]
    simp only [Matrix.mul_diagonal, Matrix.transpose_apply, Matrix.add_apply,
      Matrix.vecMulVec_apply]
    rw [← Finset.add_sum_erase _ _ (Finset.mem_univ i), hs]
    simp only [Matrix.updateCol_self, Function.update_self]
    ring
  have hp : ∏ j, Function.update a i 1 j = ∏ j ∈ Finset.univ.erase i, a j := by
    rw [← Finset.mul_prod_erase _ (Function.update a i 1) (Finset.mem_univ i),
      Function.update_self, one_mul]
    exact Finset.prod_congr rfl fun j hj =>
      Function.update_of_ne (Finset.ne_of_mem_erase hj) _ _
  rw [hfac, Matrix.det_mul, Matrix.det_mul, Matrix.det_transpose, hL, hL,
    Matrix.det_diagonal, hp]
  ring

end LoewnerRankOne
```

Compiling this gives:

```
Main.lean:37:43: error: unsolved goals
n : Type u_1
R : Type u_2
inst✝² : Fintype n
inst✝¹ : DecidableEq n
inst✝ : CommRing R
a u v : n → R
i : n
ha : a i = 0
hL : ∀ (w : n → R), (updateCol 1 i w).det = w i
j k : n
⊢ a j * 1 j k = diagonal a j k
Main.lean:32:20: warning: This simp argument is unused:
  Matrix.updateCol_apply

Hint: Omit it from the simp argument list.
  [apply] simp [hm']

Note: This linter can be disabled with `set_option linter.unusedSimpArgs false`
```

What went wrong. The error is in the auxiliary fact `h`, which says that multiplying `diagonal a` by identity matrices on both sides leaves each entry unchanged. `simp` turned the matrix product into a product of entries and stopped at `a j * 1 j k = diagonal a j k`. This is true, since both sides are `a j` when `j = k` and zero otherwise. But `1 j k` is an entry of the identity matrix, not the number 1, so `mul_one` no longer applies, and `simp` did not split into the cases `j = k` and `j ≠ k`.

The repair works on whole matrices, before any entry is computed. `Matrix.transpose_one` turns `1ᵀ` into `1`, then `Matrix.mul_one` and `Matrix.one_mul` remove the two identity factors. Both sides are then the same, and `rw` closes the goal.

The warning says only that `Matrix.updateCol_apply` was not used in an earlier `simp` call. Removing it is mere tidying.

Lean accepts the file once it reads:

```diff
@@ -30,10 +30,11 @@
             Finset.sum_congr rfl fun m hm => by
               have hm' := Finset.ne_of_mem_erase hm
-              simp [Matrix.updateCol_apply, hm']
+              simp [hm']
         _ = ∑ m, (1 : Matrix n n R) j m * a m * (1 : Matrix n n R) k m :=
             Finset.sum_erase _ (by simp [ha])
         _ = Matrix.diagonal a j k := by
             have h : ((1 : Matrix n n R) * Matrix.diagonal a * (1 : Matrix n n R)ᵀ) j k
-                = Matrix.diagonal a j k := by simp
+                = Matrix.diagonal a j k := by
+              rw [Matrix.transpose_one, Matrix.mul_one, Matrix.one_mul]
             rw [Matrix.mul_apply] at h
             simpa only [Matrix.mul_diagonal, Matrix.transpose_apply] using h
```
